# The change in resolvent trace when an impurity level couples to a finite Hermitian bath

**Q.** To get the change in the Lorentzian-broadened total density of states when I attach an impurity level to a bath, I evaluate the hybridization function $D$ and its derivative at $z=\omega+i\eta$, with $\eta>0$, and take $-\frac1\pi\,\mathrm{Im}$ of
$$\frac{1-D'(z)}{z-e-D(z)}.$$
I never diagonalise the coupled Hamiltonian. What justifies the numerator?

**A.** The bath levels respond too. Let $e$ be the real impurity energy, $B$ the Hermitian bath matrix and $v$ the coupling vector, and write
$$H=\begin{pmatrix}e&v^\dagger\\ v&B\end{pmatrix},\quad R=(z-B)^{-1},\quad D(z)=v^\dagger Rv,\quad g=\frac1{z-e-D(z)}.$$
The impurity element of $(z-H)^{-1}$ is $g$. The bath contributes a further $-D'g$, and the sum is your ratio.

**Q.** Derive it, starting with why those inverses exist.

**A.** Take $z$ nonreal. If a Hermitian $A$ had $Ax=zx$ with $x\ne0$, then $x^\dagger Ax$ would be real, so $(\bar z-z)\,x^\dagger x=0$, which is impossible. Hence $z-B$ and $z-H$ are both invertible.

Adding $v^\dagger R$ times the bath rows of $z-H$ to its impurity row turns that row into $(z-e-D,\;0)$. Therefore
$$\det(z-H)=\det(z-B)\,(z-e-D).$$
The left side is nonzero, so $g$ is well defined.

Now solve $(z-H)(x,y)^T=(0,u)^T$ for a source $u$ in the bath. The lower row gives $y=Ru+Rv\,x$, and the upper row then gives $x=g\,v^\dagger Ru$. The bath block of the resolvent is thus $R+g\,Rvv^\dagger R$. A unit source on the impurity gives $x=g$ and $y=gRv$ in the same way.

By cyclicity, the bath trace changes by $g\,v^\dagger R^2v$. The resolvent identity $R(w)-R(z)=(z-w)R(w)R(z)$, divided by $w-z$ as $w\to z$, gives $D'=-v^\dagger R^2v$. So
$$\mathrm{tr}(z-H)^{-1}-\mathrm{tr}(z-B)^{-1}=g-D'g=\frac{1-D'}{z-e-D}.$$

**Q.** Is the formal Hamiltonian really this one?

**A.** Yes. The bath levels are indexed by a finite type `n`, and the coupled system by `Unit ⊕ n`, one impurity orbital plus the bath, in an orthonormal basis.

In Lean 4 with Mathlib:

```lean
import Mathlib

open Matrix
open scoped ComplexOrder

namespace ImpurityDisplacedCharge

noncomputable section

variable {n : Type*} [Fintype n] [DecidableEq n]

/-- The one-particle Hamiltonian of an impurity level `e` coupled by the vector `v` to a bath
with Hamiltonian `B`. -/
def hamiltonian (e : ℝ) (v : n → ℂ) (B : Matrix n n ℂ) : Matrix (Unit ⊕ n) (Unit ⊕ n) ℂ :=
  fromBlocks ((e : ℂ) • 1) (replicateCol Unit v)ᴴ (replicateCol Unit v) B
```

The type `e : ℝ` makes the impurity energy real. The vector `v` is the column from impurity to bath and needs no normalisation; its conjugate transpose sits in the upper right block. Hermiticity of `B` is a hypothesis of the theorems, not part of this definition.

**Q.** And the resolvent and $D$?

**A.** They are a matrix inverse and its quadratic form, with the first slot conjugated by `star`.

```lean
/-- The resolvent `(z - A)⁻¹`, for `z` that is not an eigenvalue of `A`. -/
def green (A : Matrix n n ℂ) (z : ℂ) : Matrix n n ℂ := (z • 1 - A)⁻¹

/-- The hybridization function `D(z) = ⟨v, (z - B)⁻¹ v⟩`, for `z` that is not an eigenvalue
of `B`. -/
def hybridization (v : n → ℂ) (B : Matrix n n ℂ) (z : ℂ) : ℂ :=
  star v ⬝ᵥ (green B z *ᵥ v)
```

The condition `z.im ≠ 0` keeps $z$ away from the eigenvalues of both $B$ and $H$. The derivation by hand needs only that, but nonreal $z$ secures it without knowing the spectra.

```lean
/-- For Hermitian `A` and nonreal `z`, the matrix `z - A` is invertible. -/
theorem isUnit_det_shift {A : Matrix n n ℂ} (hA : A.IsHermitian) {z : ℂ} (hz : z.im ≠ 0) :
    IsUnit (z • 1 - A).det := by
  rw [isUnit_iff_ne_zero]
  intro h0
  obtain ⟨x, hx, h⟩ := Matrix.exists_mulVec_eq_zero_iff.mpr h0
  rw [Matrix.sub_mulVec, Matrix.smul_mulVec, Matrix.one_mulVec, sub_eq_zero] at h
  -- the expectation value of A in the state x is real
  have hs : star (A *ᵥ x) ⬝ᵥ x = star x ⬝ᵥ (A *ᵥ x) := by
    rw [Matrix.star_mulVec, hA.eq, ← Matrix.dotProduct_mulVec]
  rw [← h, star_smul, smul_dotProduct, dotProduct_smul, smul_eq_mul, smul_eq_mul] at hs
  have hne : star z - z ≠ 0 := by
    intro h1
    have h2 := congrArg Complex.im h1
    simp only [Complex.star_def, Complex.sub_im, Complex.conj_im, Complex.zero_im] at h2
    exact hz (by linarith)
  have h3 : (star z - z) * (star x ⬝ᵥ x) = 0 := by linear_combination hs
  have h4 := (mul_eq_zero.mp h3).resolve_left hne
  exact hx (by simpa using h4)
```

This is the argument about real expectation values: `hs` states that $x^\dagger Ax$ is real, and `h3` is $(\bar z-z)x^\dagger x=0$.

**Q.** Could `deriv` be a symbol with no actual derivative behind it?

**A.** No, because differentiability is proved, together with the value.

```lean
/-- For a Hermitian bath and nonreal `z`, the hybridization function has the complex derivative
`D'(z) = -⟨v, (z - B)⁻² v⟩`. -/
theorem hasDerivAt_hybridization (v : n → ℂ) {B : Matrix n n ℂ} (hB : B.IsHermitian)
    {z : ℂ} (hz : z.im ≠ 0) :
    HasDerivAt (hybridization v B) (-(star v ⬝ᵥ ((green B z * green B z) *ᵥ v))) z := by
  -- matrix elements of the resolvent are continuous
  have hcont : ∀ u : n → ℂ, ContinuousAt (fun w => -(star v ⬝ᵥ (green B w *ᵥ u))) z := by
    intro u
    have hM : Continuous fun w : ℂ => w • (1 : Matrix n n ℂ) - B :=
      (continuous_id.smul continuous_const).sub continuous_const
    have hadj : Continuous fun w : ℂ => star v ⬝ᵥ ((w • 1 - B).adjugate *ᵥ u) :=
      continuous_finsetSum _ fun i _ => continuous_const.mul
        ((continuous_apply i).comp (hM.matrix_adjugate.matrix_mulVec continuous_const))
    simp only [green, Matrix.inv_def, Ring.inverse_eq_inv', Matrix.smul_mulVec,
      dotProduct_smul, smul_eq_mul]
    exact ((hM.matrix_det.continuousAt.inv₀ (isUnit_det_shift hB hz).ne_zero).mul
      hadj.continuousAt).neg
  rw [hasDerivAt_iff_tendsto_slope, ← Matrix.mulVec_mulVec]
  refine ((hcont (green B z *ᵥ v)).tendsto.mono_left nhdsWithin_le_nhds).congr' ?_
  filter_upwards [self_mem_nhdsWithin, nhdsWithin_le_nhds
    (Complex.continuous_im.continuousAt.eventually_ne hz)] with w hw him
  have hwz : w - z ≠ 0 := sub_ne_zero.mpr hw
  -- the resolvent identity
  have hres : green B w - green B z = (z - w) • (green B w * green B z) := by
    have h1 : (z • 1 - B) * green B z = 1 := Matrix.mul_nonsing_inv _ (isUnit_det_shift hB hz)
    have h2 : green B w * (w • 1 - B) = 1 := Matrix.nonsing_inv_mul _ (isUnit_det_shift hB him)
    have h3 : green B w * ((z • 1 - B) - (w • 1 - B)) * green B z
        = green B w - green B z := by
      rw [mul_sub, sub_mul, mul_assoc, h1, mul_one, h2, one_mul]
    have h4 : (z • 1 - B) - (w • 1 - B) = (z - w) • (1 : Matrix n n ℂ) := by module
    rw [← h3, h4, mul_smul_comm, mul_one, smul_mul_assoc]
  have hdiff : hybridization v B w - hybridization v B z
      = (z - w) * (star v ⬝ᵥ (green B w *ᵥ (green B z *ᵥ v))) := by
    rw [hybridization, hybridization, ← dotProduct_sub, ← Matrix.sub_mulVec, hres,
      Matrix.smul_mulVec, dotProduct_smul, smul_eq_mul, Matrix.mulVec_mulVec]
  rw [slope_def_field, hdiff, eq_div_iff hwz]
  ring
```

The resolvent identity is `hres`. It turns the difference quotient into $-v^\dagger R(w)R(z)v$ for nearby nonreal $w\neq z$. The limit then needs continuity of $R(w)$, which `hcont` obtains by writing the inverse as adjugate over determinant.

**Q.** Where does the elimination of the bath happen?

**A.** In the next three results. The first two are bookkeeping: $v^\dagger Xv$ as a one-by-one matrix, and $z-H$ in blocks.

```lean
omit [DecidableEq n] in
/-- Closing a bath operator `X` with the coupling on both sides gives the number `⟨v, X v⟩`. -/
theorem coupling_sandwich (v : n → ℂ) (X : Matrix n n ℂ) :
    (replicateCol Unit v)ᴴ * (X * replicateCol Unit v)
      = (star v ⬝ᵥ (X *ᵥ v)) • (1 : Matrix Unit Unit ℂ) := by
  ext i j
  obtain rfl : i = j := Subsingleton.elim _ _
  simp [Matrix.mul_apply, dotProduct, Matrix.mulVec]

omit [Fintype n] in
/-- The matrix `z - H` in impurity and bath blocks. -/
theorem shift_blocks (e : ℝ) (v : n → ℂ) (B : Matrix n n ℂ) (z : ℂ) :
    z • 1 - hamiltonian e v B = fromBlocks ((z - e) • 1) (-(replicateCol Unit v)ᴴ)
      (-replicateCol Unit v) (z • 1 - B) := by
  ext (i | i) (j | j) <;> simp [hamiltonian, Matrix.one_apply]
```

The determinant formula follows from Mathlib's Schur complement lemma `Matrix.det_fromBlocks₂₂`. Since $H$ is Hermitian as well, its shifted determinant is nonzero, and so is $z-e-D$.

```lean
/-- For a Hermitian bath and nonreal `z`, the secular determinant factorizes as
`det(z - H) = det(z - B) (z - e - D(z))`, and the last factor is nonzero. -/
theorem det_factorization (e : ℝ) (v : n → ℂ) {B : Matrix n n ℂ} (hB : B.IsHermitian)
    {z : ℂ} (hz : z.im ≠ 0) :
    (z • 1 - hamiltonian e v B).det = (z • 1 - B).det * (z - e - hybridization v B z) ∧
      z - e - hybridization v B z ≠ 0 := by
  have hdet : (z • 1 - hamiltonian e v B).det
      = (z • 1 - B).det * (z - e - hybridization v B z) := by
    let := Matrix.invertibleOfIsUnitDet _ (isUnit_det_shift hB hz)
    have hS : (z - e) • (1 : Matrix Unit Unit ℂ)
        - -(replicateCol Unit v)ᴴ * (z • 1 - B)⁻¹ * -replicateCol Unit v
        = (z - e - hybridization v B z) • 1 := by
      rw [Matrix.neg_mul, Matrix.neg_mul, Matrix.mul_neg, neg_neg, Matrix.mul_assoc,
        coupling_sandwich, ← sub_smul]
      rfl
    rw [shift_blocks, Matrix.det_fromBlocks₂₂, Matrix.invOf_eq_nonsing_inv, hS]
    simp
  have hH : (hamiltonian e v B).IsHermitian :=
    Matrix.IsHermitian.fromBlocks (by simp [Matrix.IsHermitian, Matrix.conjTranspose_smul])
      (Matrix.conjTranspose_conjTranspose _) hB
  refine ⟨hdet, fun h => (isUnit_det_shift hH hz).ne_zero ?_⟩
  rw [hdet, h, mul_zero]
```

**Q.** You solved linear equations for the block inverse. Does the proof do that?

**A.** It takes the solution and checks it. `Matrix.inv_eq_right_inv` reduces the claim to one product, $(z-H)$ times the proposed inverse, and the four bullets verify its four blocks. The two impurity-row blocks use $(z-e-D)g=1$; the two bath-row blocks use $(z-B)R=1$.

```lean
/-- For a Hermitian bath and nonreal `z`, the full resolvent in impurity and bath blocks, written
with the bath resolvent and the factor `1/(z - e - D(z))`. -/
theorem green_blocks (e : ℝ) (v : n → ℂ) {B : Matrix n n ℂ} (hB : B.IsHermitian)
    {z : ℂ} (hz : z.im ≠ 0) :
    green (hamiltonian e v B) z =
      let g := (z - e - hybridization v B z)⁻¹
      let R := green B z
      let c := replicateCol Unit v
      fromBlocks (g • 1) (g • (cᴴ * R)) (g • (R * c)) (R + g • (R * c * (cᴴ * R))) := by
  let g := (z - e - hybridization v B z)⁻¹
  let R := green B z
  let c := replicateCol Unit v
  change green (hamiltonian e v B) z =
    fromBlocks (g • 1) (g • (cᴴ * R)) (g • (R * c)) (R + g • (R * c * (cᴴ * R)))
  have hM : z • 1 - hamiltonian e v B
      = fromBlocks ((z - e) • 1) (-cᴴ) (-c) (z • 1 - B) := shift_blocks e v B z
  have hg : (z - e - hybridization v B z) * g = 1 :=
    mul_inv_cancel₀ (det_factorization e v hB hz).2
  have hR : (z • 1 - B) * R = 1 := Matrix.mul_nonsing_inv _ (isUnit_det_shift hB hz)
  have hc : cᴴ * (R * c) = hybridization v B z • 1 := coupling_sandwich v R
  have hRc : (z • 1 - B) * (R * c) = c := by rw [← Matrix.mul_assoc, hR, Matrix.one_mul]
  clear_value g R c
  -- multiply the proposed inverse by z - H, block by block
  apply Matrix.inv_eq_right_inv
  rw [hM, Matrix.fromBlocks_multiply, ← Matrix.fromBlocks_one]
  congr 1
  · rw [Matrix.neg_mul, Matrix.mul_smul, Matrix.mul_smul, hc, Matrix.mul_one]
    linear_combination (norm := module) hg • (1 : Matrix Unit Unit ℂ)
  · rw [Matrix.neg_mul, Matrix.mul_add, Matrix.mul_smul, Matrix.mul_smul,
      ← Matrix.mul_assoc cᴴ (R * c), hc, Matrix.smul_mul, Matrix.smul_mul, Matrix.one_mul]
    linear_combination (norm := module) hg • (cᴴ * R)
  · rw [Matrix.neg_mul, Matrix.mul_smul, Matrix.mul_smul, hRc, Matrix.mul_one]
    exact neg_add_cancel _
  · rw [Matrix.neg_mul, Matrix.mul_add, Matrix.mul_smul, Matrix.mul_smul, hR,
      ← Matrix.mul_assoc (z • 1 - B) (R * c), hRc]
    abel
```

**Q.** Then show me the bath's share separately, since that is what I doubted.

**A.** Here `toBlocks₂₂` selects the bath block, and `Sum.inl ()` is the impurity index.

```lean
/-- For a Hermitian bath and nonreal `z`, coupling to the impurity changes the trace of the
resolvent over the bath levels by `-D'(z)` times the impurity element of the resolvent. -/
theorem bath_displacement (e : ℝ) (v : n → ℂ) {B : Matrix n n ℂ} (hB : B.IsHermitian)
    {z : ℂ} (hz : z.im ≠ 0) :
    (green (hamiltonian e v B) z).toBlocks₂₂.trace - (green B z).trace
      = -deriv (hybridization v B) z
        * green (hamiltonian e v B) z (Sum.inl ()) (Sum.inl ()) := by
  -- cyclicity of the trace turns the bath correction into ⟨v, (z - B)⁻² v⟩
  have ht : (green B z * replicateCol Unit v * ((replicateCol Unit v)ᴴ * green B z)).trace
      = star v ⬝ᵥ ((green B z * green B z) *ᵥ v) := by
    rw [Matrix.trace_mul_comm, Matrix.mul_assoc, ← Matrix.mul_assoc (green B z) (green B z),
      coupling_sandwich]
    simp
  rw [(hasDerivAt_hybridization v hB hz).deriv, green_blocks e v hB hz]
  simp only [Matrix.toBlocks_fromBlocks₂₂, Matrix.trace_add, Matrix.trace_smul, ht,
    Matrix.fromBlocks_apply₁₁, Matrix.smul_apply, Matrix.one_apply_eq, smul_eq_mul]
  ring
```

The step `ht` is the cyclic trace. Adding the impurity element, through `hsplit` and `himp`, gives the formula you use.

```lean
/-- For a Hermitian bath and nonreal `z`, the total change of the resolvent trace caused by the
impurity is `(1 - D'(z)) / (z - e - D(z))`. -/
theorem displaced_trace (e : ℝ) (v : n → ℂ) {B : Matrix n n ℂ} (hB : B.IsHermitian)
    {z : ℂ} (hz : z.im ≠ 0) :
    (green (hamiltonian e v B) z).trace - (green B z).trace
      = (1 - deriv (hybridization v B) z) / (z - e - hybridization v B z) := by
  have hsplit : (green (hamiltonian e v B) z).trace
      = green (hamiltonian e v B) z (Sum.inl ()) (Sum.inl ())
        + (green (hamiltonian e v B) z).toBlocks₂₂.trace := by
    simp [Matrix.trace, Fintype.sum_sum_type, Matrix.toBlocks₂₂]
  have himp : green (hamiltonian e v B) z (Sum.inl ()) (Sum.inl ())
      = (z - e - hybridization v B z)⁻¹ := by
    rw [green_blocks e v hB hz]
    simp
  have hb := bath_displacement e v hB hz
  rw [himp] at hb hsplit
  rw [div_eq_mul_inv]
  linear_combination hsplit + hb
```

**Q.** What exactly is the reference system? I could subtract a bath alone, or a bath plus a decoupled impurity.

**A.** The bath alone. With $v=0$ the formula gives $1/(z-e)$, so the impurity's own level is counted in the change.

**Q.** I have also seen this written as a logarithmic derivative.

**A.** That is the same quantity, because $\frac{d}{dz}(z-e-D)=1-D'$.

```lean
/-- For a Hermitian bath and nonreal `z`, the total change of the resolvent trace is the
logarithmic derivative of `z - e - D(z)`. -/
theorem displaced_trace_eq_logDeriv (e : ℝ) (v : n → ℂ) {B : Matrix n n ℂ}
    (hB : B.IsHermitian) {z : ℂ} (hz : z.im ≠ 0) :
    (green (hamiltonian e v B) z).trace - (green B z).trace
      = logDeriv (fun w => w - e - hybridization v B w) z := by
  have hD := (hasDerivAt_hybridization v hB hz).differentiableAt.hasDerivAt
  have h := ((hasDerivAt_id' z).sub_const (e : ℂ)).fun_sub hD
  rw [displaced_trace e v hB hz, logDeriv_apply, h.deriv]
```

**Q.** So the total response always differs from the projected impurity response?

**A.** Not at every $z$. The difference is $-D'g$ with $g\ne0$, so it vanishes exactly where $D'(z)=0$. Two bath levels at $\pm1$ with equal nonzero couplings give $D'(i)=0$. For a single bath level $b$ with coupling $t\neq0$, however, $D'=-|t|^2/(z-b)^2$ has no zero, and the resolvent trace change differs from the impurity element $g$ at every nonreal $z$. Their imaginary parts, and so the broadened densities of states, can still agree at some $\omega$.

```lean
/-- For one bath level `b` with nonzero coupling `t` and nonreal `z`, the total change of the
resolvent trace differs from the impurity element of the resolvent. -/
theorem single_level_total_ne_projected (e b : ℝ) {t : ℂ} (ht : t ≠ 0) {z : ℂ}
    (hz : z.im ≠ 0) :
    let B : Matrix Unit Unit ℂ := (b : ℂ) • 1
    (green (hamiltonian e (fun _ => t) B) z).trace - (green B z).trace
      ≠ green (hamiltonian e (fun _ => t) B) z (Sum.inl ()) (Sum.inl ()) := by
  intro B h
  have hB : B.IsHermitian := by simp [B, Matrix.IsHermitian, Matrix.conjTranspose_smul]
  have himp : green (hamiltonian e (fun _ => t) B) z (Sum.inl ()) (Sum.inl ())
      = (z - e - hybridization (fun _ => t) B z)⁻¹ := by
    rw [green_blocks e _ hB hz]
    simp
  have hden := (det_factorization e (fun _ => t) hB hz).2
  rw [displaced_trace e _ hB hz, himp, div_eq_mul_inv] at h
  -- equality would force D'(z) = 0
  have h1 := mul_right_cancel₀ (inv_ne_zero hden) (h.trans (one_mul _).symm)
  rw [(hasDerivAt_hybridization _ hB hz).deriv] at h1
  have hR : green B z * (z • 1 - B) = 1 := Matrix.nonsing_inv_mul _ (isUnit_det_shift hB hz)
  have hr : green B z () () ≠ 0 := by
    intro h0
    have h2 := congrFun (congrFun hR ()) ()
    simp [Matrix.mul_apply, h0] at h2
  simp [dotProduct, Matrix.mulVec, Matrix.mul_apply, ht, hr] at h1

end

end ImpurityDisplacedCharge
```

The proof assumes equality, cancels the nonzero $g$ to get $D'(z)=0$, and contradicts this with the nonzero one-level resolvent `hr`.

```lean
#print axioms ImpurityDisplacedCharge.bath_displacement
#print axioms ImpurityDisplacedCharge.displaced_trace_eq_logDeriv
#print axioms ImpurityDisplacedCharge.single_level_total_ne_projected
```

```
'ImpurityDisplacedCharge.bath_displacement' depends on axioms: [propext, Classical.choice, Quot.sound]
'ImpurityDisplacedCharge.displaced_trace_eq_logDeriv' depends on axioms: [propext, Classical.choice, Quot.sound]
'ImpurityDisplacedCharge.single_level_total_ne_projected' depends on axioms: [propext, Classical.choice, Quot.sound]
```

**Q.** My interest is charge. Does the same comparison carry over to it?

**A.** The theorems concern resolvent traces at one nonreal $z$. A charge needs a further integration over energy with occupations, and a pointwise difference can integrate away: with every level filled, the change in the total electron number and the occupation of the impurity orbital are both one electron per spin.

**Q.** And for core-level spectra?

**A.** The identity does not give a core-level spectrum. In a non-interacting charge-transfer model with a finite bath, a core hole can be represented by a shift of $e$. The term $g$ then describes the impurity orbital, and $-D'g$ the change in the bath relative to the uncoupled bath. To find the charge rearrangement between the equilibrium states without and with the core hole, one would integrate $-\frac1\pi\,\mathrm{Im}$ of each term over $\omega$ with Fermi occupations at the same chemical potential, let $\eta\to0$, and compare the results before and after the shift. If the electron number is held fixed instead, the chemical potential generally moves, and the resulting change in the charge of the uncoupled bath must be added to the bath term. The model contains no Coulomb repulsion or multiplets, and the theorems treat neither a continuous bath nor the limit $\eta\to0$.
